# A mixture of eigenstates with different energies passes every anti-Hermitian commutator test without being an eigenstate

Take a two-level system with energies 1 and −1, occupied with probabilities p and 1 − p and with no coherence between the levels:

H = diag(1, −1), ρ = diag(p, 1 − p).

For any 2 × 2 matrix G, the commutator HG − GH has the entries

(HG − GH)ᵢⱼ = (Hᵢᵢ − Hⱼⱼ) Gᵢⱼ,

so its diagonal is zero. Since ρ is diagonal, the trace with ρ sees only that diagonal:

Tr(ρ(HG − GH)) = 0 for every G.

For 0 < p < 1 the energy is nevertheless uncertain. Here H² = 1 and Tr(ρH) = 2p − 1, which gives the variance

1 − (2p − 1)² = 4p(1 − p).

At p = 1/2 the variance is 1, while the trace Tr(ρ(HG − GH)), called the residual of G, is exactly zero for every G. The residuals respond to coherences between different energies and are blind to populations.

The same happens for any Hermitian H on a finite-dimensional space that has at least two different energies. Operators are complex matrices whose rows and columns are labelled by a finite basis `n`.

```lean
import Mathlib

open Matrix
open scoped ComplexOrder

namespace ContractedSchrodingerFailure

noncomputable section

variable {n : Type*} [Fintype n]
```

## The residual as an energy gradient

An anti-Hermitian G, meaning G† = −G, generates the unitary rotation exp(tG). If ρ is rotated to exp(tG) ρ exp(−tG), its energy changes at t = 0 at the rate

d/dt Tr(ρ exp(−tG) H exp(tG)) = Tr(ρ(HG − GH)).

This rate is the residual. The definition itself contains only the trace on the right and accepts any matrix G.

```lean
/-- The commutator residual `Tr(ρ(HG - GH))` for the test operator `G`. -/
def residual (H ρ G : Matrix n n ℂ) : ℂ := Matrix.trace (ρ * (H * G - G * H))
```

A state is stationary when the residual vanishes for all anti-Hermitian G. In Lean, `Gᴴ` is G†. The anti-Hermitian contracted Schrödinger equation imposes this condition for few-body test operators and is written with reduced density matrices. Here ρ acts on the full space and all anti-Hermitian matrices serve as tests, which is the strictest version of the condition.

```lean
/-- The residuals of all anti-Hermitian test operators vanish. -/
def AntiHermitianStationary (H ρ : Matrix n n ℂ) : Prop :=
  ∀ G : Matrix n n ℂ, Gᴴ = -G → residual H ρ G = 0
```

The spread of the energy is measured by

Var(H) = Tr(ρH²) − (Tr ρH)².

The definition is complex-valued because it accepts arbitrary matrices. For Hermitian H and ρ the value is real.

```lean
/-- The energy variance `Tr(ρH²) - (Tr ρH)²`. -/
def energyVariance (H ρ : Matrix n n ℂ) : ℂ :=
  Matrix.trace (ρ * (H * H)) - Matrix.trace (ρ * H) ^ 2
```

A density matrix is positive semidefinite and has trace one.

```lean
/-- A density matrix is positive semidefinite and has unit trace. -/
def IsDensityMatrix (ρ : Matrix n n ℂ) : Prop := ρ.PosSemidef ∧ Matrix.trace ρ = 1
```

A state vector ψ gives the operator |ψ⟩⟨ψ|, with entries ψᵢ ψⱼ*. Normalisation is not part of this definition. Where it is needed, it appears as the hypothesis `star ψ ⬝ᵥ ψ = 1`, which is ⟨ψ|ψ⟩ = 1.

```lean
/-- The operator `|ψ⟩⟨ψ|` of a state vector `ψ`. -/
def pureState (ψ : n → ℂ) : Matrix n n ℂ := Matrix.vecMulVec ψ (star ψ)
```

Two vectors φ and χ are mixed incoherently with a real weight p:

ρ = p |φ⟩⟨φ| + (1 − p) |χ⟩⟨χ|.

```lean
/-- The mixture of `|φ⟩⟨φ|` and `|χ⟩⟨χ|` with weights `p` and `1 - p`. -/
def mixture (p : ℝ) (φ χ : n → ℂ) : Matrix n n ℂ :=
  (p : ℂ) • pureState φ + ((1 - p : ℝ) : ℂ) • pureState χ
```

## Vanishing residuals mean that ρ commutes with H

Write C = ρH − Hρ. Cyclicity of the trace moves H to the front of the second term:

Tr(ρHG) − Tr(ρGH) = Tr(ρHG) − Tr(HρG) = Tr(CG).

The use of `Matrix.trace_mul_comm` in the proof is this cyclic step.

```lean
/-- The residual is the trace of the commutator of `ρ` and `H` against the test operator. -/
theorem residual_eq_trace_commutator (H ρ G : Matrix n n ℂ) :
    residual H ρ G = Matrix.trace ((ρ * H - H * ρ) * G) := by
  rw [residual, mul_sub, sub_mul, Matrix.trace_sub, Matrix.trace_sub, ← mul_assoc,
    ← mul_assoc, Matrix.trace_mul_comm (ρ * G) H, ← mul_assoc]
```

If C = 0, every residual is zero. For the converse, two test operators suffice. Both are anti-Hermitian:

(C − C†)† = −(C − C†)
(i(C + C†))† = −i(C + C†).

Inserting them in Tr(CG) = 0, and dividing the second equation by i, gives

Tr(CC) − Tr(CC†) = 0
Tr(CC) + Tr(CC†) = 0.

Half the difference is Tr(CC†) = 0. This trace is the sum of all |Cᵢⱼ|², so C = 0. In the proof, `h1` and `h3` are the two equations, `linear_combination` takes half their difference, and `Matrix.trace_mul_conjTranspose_self_eq_zero_iff` passes from the zero trace to the zero matrix.

The theorem needs neither H nor ρ to be Hermitian. When both are, C is itself anti-Hermitian, the second test operator is zero, and the first one does all the work.

```lean
/-- All anti-Hermitian residuals vanish exactly when `ρ` commutes with `H`. -/
theorem stationary_iff_commute (H ρ : Matrix n n ℂ) :
    AntiHermitianStationary H ρ ↔ ρ * H = H * ρ := by
  constructor
  · intro h
    set C := ρ * H - H * ρ with hC
    -- test with the anti-Hermitian operators C - C† and i(C + C†)
    have h1 := h (C - Cᴴ) (by
      rw [conjTranspose_sub, conjTranspose_conjTranspose, neg_sub])
    have h2 := h (Complex.I • (C + Cᴴ)) (by
      rw [conjTranspose_smul, conjTranspose_add, conjTranspose_conjTranspose,
        Complex.star_def, Complex.conj_I, neg_smul, add_comm])
    rw [residual_eq_trace_commutator, ← hC, mul_sub, Matrix.trace_sub] at h1
    rw [residual_eq_trace_commutator, ← hC, Matrix.mul_smul, Matrix.trace_smul,
      smul_eq_mul] at h2
    have h3 := (mul_eq_zero.mp h2).resolve_left Complex.I_ne_zero
    rw [mul_add, Matrix.trace_add] at h3
    -- together they give the squared Frobenius norm of C
    have h4 : Matrix.trace (C * Cᴴ) = 0 := by linear_combination (h3 - h1) / 2
    exact sub_eq_zero.mp (Matrix.trace_mul_conjTranspose_self_eq_zero_iff.mp h4)
  · intro h G _
    rw [residual_eq_trace_commutator, h, sub_self, zero_mul, Matrix.trace_zero]
```

Real anti-Hermitian test operators alone do not suffice. Take H = diag(1, −1) and ψ = (1, i)/√2. Then C has zero diagonal and C₁₂ = C₂₁ = i. A real anti-Hermitian 2 × 2 matrix has zero diagonal and G₂₁ = −G₁₂, so

Tr(CG) = i G₂₁ + i G₁₂ = 0,

although ψ is not an eigenvector of H.

## For a pure state the test is sound

Let Hψ = aψ with a real and H Hermitian. Multiplying from the left gives

H|ψ⟩⟨ψ| = a|ψ⟩⟨ψ|.

Taking the adjoint of the eigenvalue equation gives ⟨ψ|H = a⟨ψ|, and therefore

|ψ⟩⟨ψ|H = a|ψ⟩⟨ψ|.

The adjoint equation is `h'` in the proof. The two products are then compared entry by entry.

```lean
/-- For Hermitian `H` and an eigenvector `ψ` of real energy `a`, multiplying `|ψ⟩⟨ψ|` by `H`
from either side gives `a|ψ⟩⟨ψ|`. -/
theorem pureState_eigen {H : Matrix n n ℂ} (hH : H.IsHermitian) {ψ : n → ℂ} {a : ℝ}
    (h : H *ᵥ ψ = (a : ℂ) • ψ) :
    H * pureState ψ = (a : ℂ) • pureState ψ ∧ pureState ψ * H = (a : ℂ) • pureState ψ := by
  have h' : star ψ ᵥ* H = (a : ℂ) • star ψ := by
    have := congrArg star h
    rwa [Matrix.star_mulVec, hH.eq, star_smul, Complex.star_def, Complex.conj_ofReal] at this
  constructor
  · rw [pureState, Matrix.mul_vecMulVec, h]
    ext i j
    simp only [Matrix.vecMulVec_apply, Matrix.smul_apply, Pi.smul_apply, smul_eq_mul]
    ring
  · rw [pureState, Matrix.vecMulVec_mul, h']
    ext i j
    simp only [Matrix.vecMulVec_apply, Matrix.smul_apply, Pi.smul_apply, smul_eq_mul]
    ring
```

Without Hermiticity, a real eigenvalue is not enough for the second product. The matrix H with H₁₂ = 1 and all other entries zero satisfies He₁ = 0 for the first basis vector e₁, but |e₁⟩⟨e₁|H = H ≠ 0. This pure state fails the commutator test although e₁ is an eigenvector.

Now let ψ be normalised and let |ψ⟩⟨ψ| commute with the Hermitian H. Applying both sides of the commutation relation to ψ gives

|ψ⟩⟨ψ|Hψ⟩ = H|ψ⟩⟨ψ|ψ⟩,

which reads

Hψ = ⟨ψ|H|ψ⟩ ψ.

So ψ is an eigenvector, and its eigenvalue is the mean energy, which is real because H is Hermitian. Conversely, if ψ is an eigenvector, the two products above are equal and the state is stationary.

In the proof, `hP` states how |ψ⟩⟨ψ| acts on a vector, `h` is the commutation relation applied to ψ, and `hr` says that the mean energy equals its own complex conjugate. With real test operators alone the conclusion can fail, as the example ψ = (1, i)/√2 above shows.

```lean
/-- For Hermitian `H` and a normalised pure state, all anti-Hermitian residuals vanish exactly
when the state vector is an eigenvector of `H` with a real energy. -/
theorem pure_stationary_iff_eigenvector {H : Matrix n n ℂ} (hH : H.IsHermitian)
    {ψ : n → ℂ} (hψ : star ψ ⬝ᵥ ψ = 1) :
    AntiHermitianStationary H (pureState ψ) ↔ ∃ E : ℝ, H *ᵥ ψ = (E : ℂ) • ψ := by
  rw [stationary_iff_commute]
  constructor
  · intro hc
    have hP : ∀ v : n → ℂ, pureState ψ *ᵥ v = (star ψ ⬝ᵥ v) • ψ := by
      intro v
      ext i
      simp only [pureState, Matrix.mulVec, dotProduct, Matrix.vecMulVec_apply,
        Pi.smul_apply, smul_eq_mul, Finset.sum_mul]
      exact Finset.sum_congr rfl fun k _ => by ring
    -- apply the commutation relation to the state vector itself
    have h := congrArg (fun M : Matrix n n ℂ => M *ᵥ ψ) hc
    simp only [← Matrix.mulVec_mulVec, hP, hψ, one_smul] at h
    -- the mean energy is real
    have hr : star (star ψ ⬝ᵥ H *ᵥ ψ) = star ψ ⬝ᵥ H *ᵥ ψ := by
      rw [← Matrix.star_dotProduct, Matrix.star_mulVec, hH.eq, ← Matrix.dotProduct_mulVec]
    refine ⟨(star ψ ⬝ᵥ H *ᵥ ψ).re, ?_⟩
    rw [Complex.conj_eq_iff_re.mp hr]
    exact h.symm
  · rintro ⟨E, hE⟩
    rw [(pureState_eigen hH hE).1, (pureState_eigen hH hE).2]
```

## An eigenstate has no energy variance

For a density matrix, the eigenvalue equation takes the form Hρ = Eρ: every vector that ρ produces lies in the eigenspace of E. This admits mixtures within one degenerate level. If also Tr ρ = 1, then

Tr(ρH) = Tr(Hρ) = E
Tr(ρH²) = Tr(HρH) = E Tr(ρH) = E²,

and the variance is E² − E² = 0. The proof makes the same cyclic moves and substitutes `hE` twice.

```lean
/-- If `ρ` has unit trace and `Hρ = Eρ`, the energy variance is zero. -/
theorem variance_zero_of_eigenstate {H ρ : Matrix n n ℂ} {E : ℂ}
    (ht : Matrix.trace ρ = 1) (hE : H * ρ = E • ρ) : energyVariance H ρ = 0 := by
  rw [energyVariance, ← mul_assoc, Matrix.trace_mul_comm (ρ * H) H, ← mul_assoc, hE,
    Matrix.smul_mul, Matrix.trace_smul, Matrix.trace_mul_comm ρ H, hE, Matrix.trace_smul, ht]
  simp only [smul_eq_mul]
  ring
```

The unit trace matters. For a normalised φ with Hφ = φ, the matrix ρ = 2|φ⟩⟨φ| satisfies Hρ = ρ, but the expression for the variance gives 2 − 4 = −2.

## The mixture is stationary and has a spread of energies

Let φ and χ be normalised eigenvectors of a Hermitian H with real energies a and b, and let 0 ≤ p ≤ 1. The mixture is positive semidefinite, because it is a sum of positive semidefinite matrices with non-negative weights. Its trace is p + (1 − p) = 1. Multiplication by H from either side gives the same result:

Hρ = p a |φ⟩⟨φ| + (1 − p) b |χ⟩⟨χ| = ρH.

Hence all residuals vanish. The two moments of the energy are

Tr(ρH) = pa + (1 − p)b
Tr(ρH²) = pa² + (1 − p)b².

Subtracting the square of the first from the second leaves

p(1 − p)a² + p(1 − p)b² − 2p(1 − p)ab = p(1 − p)(a − b)².

The proof has four parts in this order: positivity, trace, commutation and variance. The left and right products from `pureState_eigen` supply the last two, and `ring` does the final algebra.

Orthogonality of φ and χ is not assumed. When a ≠ b it follows from the Hermiticity of H. When a = b the variance is zero whatever the overlap.

```lean
/-- For Hermitian `H`, a mixture of two normalised eigenvectors of energies `a`, `b` with
weights `p`, `1 - p` in `[0, 1]` is a density matrix whose anti-Hermitian residuals all vanish
and whose energy variance is `p(1 - p)(a - b)²`. -/
theorem mixture_stationary_with_variance {H : Matrix n n ℂ} (hH : H.IsHermitian)
    {φ χ : n → ℂ} {a b p : ℝ} (nφ : star φ ⬝ᵥ φ = 1) (nχ : star χ ⬝ᵥ χ = 1)
    (hφ : H *ᵥ φ = (a : ℂ) • φ) (hχ : H *ᵥ χ = (b : ℂ) • χ) (hp0 : 0 ≤ p) (hp1 : p ≤ 1) :
    IsDensityMatrix (mixture p φ χ) ∧ AntiHermitianStationary H (mixture p φ χ) ∧
      energyVariance H (mixture p φ χ) = ((p * (1 - p) * (a - b) ^ 2 : ℝ) : ℂ) := by
  obtain ⟨lφ, rφ⟩ := pureState_eigen hH hφ
  obtain ⟨lχ, rχ⟩ := pureState_eigen hH hχ
  have tφ : Matrix.trace (pureState φ) = 1 := by
    rw [pureState, Matrix.trace_vecMulVec, dotProduct_comm, nφ]
  have tχ : Matrix.trace (pureState χ) = 1 := by
    rw [pureState, Matrix.trace_vecMulVec, dotProduct_comm, nχ]
  refine ⟨⟨?_, ?_⟩, ?_, ?_⟩
  · exact ((Matrix.posSemidef_vecMulVec_self_star φ).smul (Complex.zero_le_real.mpr hp0)).add
      ((Matrix.posSemidef_vecMulVec_self_star χ).smul
        (Complex.zero_le_real.mpr (sub_nonneg.mpr hp1)))
  · simp only [mixture, Matrix.trace_add, Matrix.trace_smul, tφ, tχ, smul_eq_mul]
    push_cast
    ring
  · rw [stationary_iff_commute]
    simp only [mixture, add_mul, mul_add, Matrix.smul_mul, Matrix.mul_smul, lφ, rφ, lχ, rχ]
  · simp only [energyVariance, mixture, ← mul_assoc, add_mul, Matrix.smul_mul, rφ, rχ,
      Matrix.trace_add, Matrix.trace_smul, tφ, tχ, smul_eq_mul]
    push_cast
    ring
```

If the energies differ and 0 < p < 1, all three factors of p(1 − p)(a − b)² are non-zero. An equation Hρ = Eρ would force the variance to be zero, so no complex number E satisfies it. The proof assumes such an E, inserts the zero variance into the formula for the mixture, and contradicts `hne`.

```lean
/-- For Hermitian `H`, a mixture of two normalised eigenvectors of different energies with
`0 < p < 1` has vanishing anti-Hermitian residuals, yet `Hρ = Eρ` holds for no number `E`. -/
theorem stationary_not_eigenstate {H : Matrix n n ℂ} (hH : H.IsHermitian)
    {φ χ : n → ℂ} {a b p : ℝ} (nφ : star φ ⬝ᵥ φ = 1) (nχ : star χ ⬝ᵥ χ = 1)
    (hφ : H *ᵥ φ = (a : ℂ) • φ) (hχ : H *ᵥ χ = (b : ℂ) • χ)
    (hp0 : 0 < p) (hp1 : p < 1) (hab : a ≠ b) :
    AntiHermitianStationary H (mixture p φ χ) ∧
      ¬ ∃ E : ℂ, H * mixture p φ χ = E • mixture p φ χ := by
  obtain ⟨hd, hs, hv⟩ := mixture_stationary_with_variance hH nφ nχ hφ hχ hp0.le hp1.le
  refine ⟨hs, ?_⟩
  rintro ⟨E, hE⟩
  -- an eigenstate would have zero variance
  rw [variance_zero_of_eigenstate hd.2 hE] at hv
  have hne : p * (1 - p) * (a - b) ^ 2 ≠ 0 :=
    mul_ne_zero (mul_ne_zero hp0.ne' (sub_pos.mpr hp1).ne')
      (pow_ne_zero 2 (sub_ne_zero.mpr hab))
  exact hne (Complex.ofReal_eq_zero.mp hv.symm)
```

The conditions a ≠ b and 0 < p < 1 are both needed. With H = 1 all energies coincide, and every mixture satisfies Hρ = ρ. With p = 1 the mixture is the pure eigenstate |φ⟩⟨φ|, and with p = 0 it is |χ⟩⟨χ|.

## What a solver based on these residuals sees

In electronic-structure work with the anti-Hermitian contracted Schrödinger equation, the test operators are typically two-body excitations minus their adjoints,

G = a†ᵢ a†ⱼ aₗ aₖ − h.c.,

where a† and a create and annihilate electrons in the indexed orbitals. In a finite orbital basis these are some of the matrices G allowed above, so the mixture passes these tests as well.

For a Hamiltonian with one- and two-body terms, HG − GH contains at most three-body operators. The residuals can therefore be evaluated from reduced density matrices of up to three particles. Those of the mixture are the weighted averages of those of φ and χ, and each residual is the same average of two zeros. The variance involves H², which contains up to four-body operators, so these reduced matrices do not in general determine it.

An iteration that lowers the energy by exact unitary rotations exp(tG) leaves the eigenvalues of ρ unchanged. If it starts from a state with weights p and 1 − p on two orthogonal vectors, it keeps those weights, and it can stop at a mixture of two energy levels with all residuals equal to zero. Zero residuals alone therefore do not show that an eigenstate has been reached. If the state is known to be pure, they do show it when all anti-Hermitian G are tested. The theorem above does not cover a pure state tested only with two-body operators.

## The two-level system as an instance

The opening example meets the conditions placed on H, φ and χ. The matrix diag(1, −1) is Hermitian, and the basis vectors (1, 0) and (0, 1) are normalised eigenvectors with energies a = 1 and b = −1. Any p strictly between 0 and 1 completes the hypotheses of `stationary_not_eigenstate`, and the variance formula returns 4p(1 − p). The proof evaluates the finite sums and matrix entries directly.

```lean
/-- The two-level Hamiltonian `diag(1, -1)` is Hermitian, and the two basis vectors are
normalised eigenvectors of energies `1` and `-1`. -/
theorem stationary_not_eigenstate_witness :
    (!![1, 0; 0, -1] : Matrix (Fin 2) (Fin 2) ℂ).IsHermitian ∧
    star (![1, 0] : Fin 2 → ℂ) ⬝ᵥ ![1, 0] = 1 ∧
    star (![0, 1] : Fin 2 → ℂ) ⬝ᵥ ![0, 1] = 1 ∧
    (!![1, 0; 0, -1] : Matrix (Fin 2) (Fin 2) ℂ) *ᵥ ![1, 0] = ((1 : ℝ) : ℂ) • ![1, 0] ∧
    (!![1, 0; 0, -1] : Matrix (Fin 2) (Fin 2) ℂ) *ᵥ ![0, 1] = ((-1 : ℝ) : ℂ) • ![0, 1] := by
  refine ⟨?_, ?_, ?_, ?_, ?_⟩
  · exact Matrix.IsHermitian.ext fun i j => by fin_cases i <;> fin_cases j <;> simp
  · simp [dotProduct, Fin.sum_univ_succ]
  · simp [dotProduct, Fin.sum_univ_succ]
  · ext i
    fin_cases i <;> simp [Matrix.mulVec, dotProduct, Fin.sum_univ_succ]
  · ext i
    fin_cases i <;> simp [Matrix.mulVec, dotProduct, Fin.sum_univ_succ]

end

end ContractedSchrodingerFailure
```

```lean
#print axioms ContractedSchrodingerFailure.pure_stationary_iff_eigenvector
#print axioms ContractedSchrodingerFailure.stationary_not_eigenstate
```

```
'ContractedSchrodingerFailure.pure_stationary_iff_eigenvector' depends on axioms: [propext, Classical.choice, Quot.sound]
'ContractedSchrodingerFailure.stationary_not_eigenstate' depends on axioms: [propext, Classical.choice, Quot.sound]
```
